# For a filled core level, unit-amplitude x-ray absorption added incoherently over the valence modes counts the valence holes

## Modes, states and transition operators

Operators live in a complex algebra $A$ with an adjoint operation, written $x^*$ here and `star x` in Lean. The algebra may be infinite-dimensional. The number of valence modes is $M$.

```lean
import Mathlib

open Matrix
open scoped ComplexOrder Kronecker

namespace XrayAbsorptionSumRule

noncomputable section

variable {A : Type*} [Ring A] [StarRing A] [Algebra ℂ A] {M : ℕ}
```

The valence modes are annihilation operators $c_m$, with $m=0,\dots,M-1$ indexed by `Fin M`, and $b$ annihilates the core electron. With $\{x,y\}=xy+yx$, the relations required are

$$\{c_m,c_m^*\}=1,\qquad \{b,b^*\}=1,\qquad \{b,c_m\}=\{b,c_m^*\}=0.$$

The proofs need neither $c_m^2=0$ and $b^2=0$ nor relations between different valence modes, so `CoreValenceCAR` omits them. Fermionic modes satisfy them too: $\{c_m,c_n\}=0$ for all $m,n$, $\{c_m,c_n^*\}=0$ for $m\ne n$, and $b^2=0$. These further relations are assumed whenever $\sum_m c_m^*c_m$ is read below as the number of valence electrons, and $M$ minus it as the number of holes.

```lean
/-- Anticommutation relations of each valence mode `c m` with its own adjoint, of the core mode `b`
with its adjoint, and of the core mode with all valence modes and their adjoints. -/
structure CoreValenceCAR (c : Fin M → A) (b : A) : Prop where
  valence : ∀ i, c i * star (c i) + star (c i) * c i = 1
  core : b * star b + star b * b = 1
  anti : ∀ i, b * c i + c i * b = 0
  anti_star : ∀ i, b * star (c i) + star (c i) * b = 0
```

A state is a linear functional $f$ with $f(1)=1$ and $f(x^*x)\ge 0$; the inequality in $\mathbb C$ means real and non-negative. It may describe a pure or mixed, correlated or uncorrelated state.

```lean
/-- A state: a normalized positive linear functional, giving expectation values. -/
structure IsState (f : A →ₗ[ℂ] ℂ) : Prop where
  norm : f 1 = 1
  pos : ∀ x, 0 ≤ f (star x * x)
```

Absorption lifts the core electron into mode $m$ through $T_m=c_m^*b$. Every transition has amplitude one: dipole matrix elements, polarization and photon-energy prefactors are left out, and there is a single core mode. Total absorption means here the sum of the separate intensities $f(T_m^*T_m)$. Light of one polarization acts through a linear combination of the $T_m$, and its intensity also contains interference terms $f(T_m^*T_n)$ with $m\ne n$, which this model leaves out.

```lean
/-- The transition operator that moves an electron from the core mode to valence mode `m`. -/
def transition (c : Fin M → A) (b : A) (m : Fin M) : A := star (c m) * b
```

## Absorption and emission for one mode

Let $a$ be a valence operator with $\{b,a\}=\{b,a^*\}=0$, and put $T=a^*b$. Moving $b$ to the left past $a^*$ and then past $a$ gives two signs, which cancel:

$$T^*T=b^*a\,a^*b=-b^*a\,b\,a^*=b^*b\,aa^*.$$

In Lean, `linear_combination` adds the two anticommutators with the appropriate factors on either side, and `noncomm_ring` checks the remaining identity.

```lean
omit [Algebra ℂ A] in
/-- If `b` anticommutes with `a` and `a*`, the absorption operator of `T = a* b` is `b* b` times
`a a*`. -/
theorem absorption_eq {a b : A} (h1 : b * a + a * b = 0)
    (h2 : b * star a + star a * b = 0) :
    star (star a * b) * (star a * b) = star b * b * (a * star a) := by
  rw [star_mul, star_star]
  linear_combination (norm := noncomm_ring) star b * a * h2 - star b * h1 * star a
```

The reverse process needs $\{a^*,b^*\}=0$, the adjoint of $\{b,a\}=0$, which is `h4` below:

$$TT^*=a^*b\,b^*a=-b\,a^*b^*a=bb^*\,a^*a.$$

```lean
omit [Algebra ℂ A] in
/-- If `b` anticommutes with `a` and `a*`, the emission operator of `T = a* b` is `b b*` times
`a* a`. -/
theorem emission_eq {a b : A} (h1 : b * a + a * b = 0)
    (h2 : b * star a + star a * b = 0) :
    (star a * b) * star (star a * b) = b * star b * (star a * a) := by
  have h4 : star a * star b + star b * star a = 0 := by
    rw [← star_mul, ← star_mul, ← star_add, h1, star_zero]
  rw [star_mul, star_star]
  linear_combination (norm := noncomm_ring) h2 * star b * a - b * h4 * a
```

If also $\{a,a^*\}=1$ and $\{b,b^*\}=1$, then $aa^*=1-a^*a$, and

$$T^*T-TT^*=b^*b-(b^*b+bb^*)a^*a=b^*b-a^*a.$$

The bracket is the identity; `key` records this simplification.

```lean
omit [Algebra ℂ A] in
/-- Absorption minus emission is the core occupation minus the valence occupation, for fermionic
modes `a` and `b` where `b` anticommutes with `a` and `a*`. -/
theorem absorption_sub_emission {a b : A} (h1 : b * a + a * b = 0)
    (h2 : b * star a + star a * b = 0) (hb : b * star b + star b * b = 1)
    (ha : a * star a + star a * a = 1) :
    star (star a * b) * (star a * b) - (star a * b) * star (star a * b)
      = star b * b - star a * a := by
  have key : star b * b * (star a * a) + b * star b * (star a * a) = star a * a := by
    rw [← add_mul, add_comm (star b * b), hb, one_mul]
  rw [absorption_eq h1 h2, emission_eq h1 h2, eq_sub_of_add_eq ha, mul_sub, mul_one, sub_sub,
    key]
```

## A filled core suppresses emission

The condition $f(bb^*)=0$ says that the initial state has no core hole. To show that emission then vanishes, set

$$p=f(bb^*a^*a),\qquad q=f(bb^*aa^*).$$

The emission formula gives $p=f(TT^*)\ge0$. The same formula with $a$ and $a^*$ exchanged gives $q=f\big((ab)(ab)^*\big)\ge0$. Their sum is $p+q=f(bb^*)=0$, so $p=0$. Normalization gives $f(b^*b)=1-f(bb^*)=1$, and the difference formula becomes

$$f(T^*T)=1-f(a^*a).$$

In the proof, `hp`, `hq` and `hsum` supply the two signs and the sum, `hz` is $p=0$, and `hbb` is the core occupation.

```lean
/-- In a state with filled core, absorption into a fermionic mode `a` has intensity one minus the
occupation of `a`, if the fermionic core mode anticommutes with `a` and `a*`. -/
theorem mode_sum_rule {a b : A} {f : A →ₗ[ℂ] ℂ} (hf : IsState f)
    (h0 : f (b * star b) = 0) (h1 : b * a + a * b = 0)
    (h2 : b * star a + star a * b = 0) (hb : b * star b + star b * b = 1)
    (ha : a * star a + star a * a = 1) :
    f (star (star a * b) * (star a * b)) = 1 - f (star a * a) := by
  -- emission vanishes: two non-negative numbers add up to zero
  have hp : 0 ≤ f (b * star b * (star a * a)) := by
    rw [← emission_eq h1 h2]
    simpa only [star_star] using hf.pos (star (star a * b))
  have hq : 0 ≤ f (b * star b * (a * star a)) := by
    have e := emission_eq (a := star a) (b := b) h2 (by rw [star_star]; exact h1)
    rw [star_star] at e
    rw [← e]
    simpa only [star_star] using hf.pos (star (a * b))
  have hsum : f (b * star b * (star a * a)) + f (b * star b * (a * star a)) = 0 := by
    rw [← map_add, ← mul_add, add_comm (star a * a), ha, mul_one, h0]
  have hz := ((add_eq_zero_iff_of_nonneg hp hq).1 hsum).1
  -- the core is occupied with probability one
  have hbb : f (star b * b) = 1 := by
    have h := congrArg f hb
    rwa [map_add, h0, zero_add, hf.norm] at h
  have hnet := congrArg f (absorption_sub_emission h1 h2 hb ha)
  rw [map_sub, map_sub, emission_eq h1 h2, hz, hbb] at hnet
  linear_combination hnet
```

## Summing over the valence modes

Replacing $a$ by $c_m$ in the absorption formula and summing gives an operator identity that involves no state:

$$\sum_m T_m^*T_m=b^*b\Big(M-\sum_m c_m^*c_m\Big).$$

```lean
omit [Algebra ℂ A] in
/-- If `c` and `b` satisfy the relations `CoreValenceCAR`, the total absorption operator is the core
occupation operator times the operator that counts valence holes. -/
theorem total_absorption_operator {c : Fin M → A} {b : A} (h : CoreValenceCAR c b) :
    ∑ m, star (transition c b m) * transition c b m
      = star b * b * ((M : A) - ∑ m, star (c m) * c m) := by
  have hm : ∀ m, star (transition c b m) * transition c b m
      = star b * b * (1 - star (c m) * c m) := fun m => by
    rw [transition, absorption_eq (h.anti m) (h.anti_star m), eq_sub_of_add_eq (h.valence m)]
  simp only [hm]
  rw [← Finset.mul_sum, Finset.sum_sub_distrib]
  simp
```

For a state with a filled core, summing the one-mode result gives

$$\sum_m f(T_m^*T_m)=\sum_m\big(1-f(c_m^*c_m)\big)=M-f\Big(\sum_m c_m^*c_m\Big).$$

The right side is the mean number of valence holes. In this model with one core level, unit amplitudes and no interference between modes, integrated absorption therefore measures the valence occupation, even in a correlated initial state. Leaving out the interference matters: with a filled core and one electron in the even combination of two valence modes, the single operator $T_0+T_1$ gives zero intensity, although there is one hole.

```lean
/-- X-ray absorption sum rule: if `c` and `b` satisfy the relations `CoreValenceCAR`, then in a
state with filled core the total absorption intensity, with unit amplitudes, equals the mean number
of valence holes. -/
theorem xray_absorption_sum_rule {c : Fin M → A} {b : A} (h : CoreValenceCAR c b)
    {f : A →ₗ[ℂ] ℂ} (hf : IsState f) (h0 : f (b * star b) = 0) :
    ∑ m, f (star (transition c b m) * transition c b m)
      = (M : ℂ) - f (∑ m, star (c m) * c m) := by
  have hm : ∀ m, f (star (transition c b m) * transition c b m)
      = 1 - f (star (c m) * c m) := fun m =>
    mode_sum_rule hf h0 (h.anti m) (h.anti_star m) h.core (h.valence m)
  simp only [hm]
  rw [Finset.sum_sub_distrib, map_sum]
  simp
```

The intensity can be divided among final-state channels. If finitely many operators $P_k$ satisfy $\sum_kP_k=1$, linearity gives

$$\sum_k\sum_m f(T_m^*P_kT_m)=\sum_m f(T_m^*T_m).$$

Spectral projectors of a final-state Hamiltonian with finitely many levels are one choice. A core-hole interaction in that Hamiltonian can move intensity between lines, but the total stays the same. The Lean proof exchanges the sums and then uses `hP`.

```lean
/-- If `c` and `b` satisfy the relations `CoreValenceCAR`, then in a state with filled core a
spectrum resolved by finitely many operators `P k` that sum to the identity has the mean number of
valence holes as its integrated intensity. -/
theorem resolved_sum_rule {ι : Type*} [Fintype ι] {c : Fin M → A} {b : A}
    (h : CoreValenceCAR c b) {f : A →ₗ[ℂ] ℂ} (hf : IsState f) (h0 : f (b * star b) = 0)
    (P : ι → A) (hP : ∑ k, P k = 1) :
    ∑ k, ∑ m, f (star (transition c b m) * P k * transition c b m)
      = (M : ℂ) - f (∑ m, star (c m) * c m) := by
  rw [← xray_absorption_sum_rule h hf h0, Finset.sum_comm]
  refine Finset.sum_congr rfl fun m _ => ?_
  rw [← map_sum, ← Finset.sum_mul, ← Finset.mul_sum, hP, mul_one]
```

## A three-level example with one hole

Explicit matrices show that the assumptions are consistent. For a single level, index 0 means empty and index 1 filled, and the annihilator takes 1 to 0.

```lean
/-- The annihilation matrix of a single fermionic level. -/
def low : Matrix (Fin 2) (Fin 2) ℂ := !![0, 1; 0, 0]
```

The parity matrix is $+1$ on the empty level and $-1$ on the filled one. It anticommutes with the annihilator.

```lean
/-- The parity matrix of a single fermionic level. -/
def par : Matrix (Fin 2) (Fin 2) ℂ := !![1, 0; 0, -1]
```

One core level and two valence levels give an eight-dimensional space, with the core index first.

```lean
/-- Operators on the Fock space of one core level and two valence levels. -/
abbrev Fock := Matrix (Fin 2 × Fin 2 × Fin 2) (Fin 2 × Fin 2 × Fin 2) ℂ
```

Writing $\sigma$ for `low` and $\pi$ for `par`, the core mode is $b=\sigma\otimes1\otimes1$.

```lean
/-- The core mode on this Fock space. -/
def coreMode : Fock := low ⊗ₖ ((1 : Matrix (Fin 2) (Fin 2) ℂ) ⊗ₖ (1 : Matrix (Fin 2) (Fin 2) ℂ))
```

Parity factors supply the signs between modes: $c_0=\pi\otimes\sigma\otimes1$ and $c_1=\pi\otimes\pi\otimes\sigma$.

```lean
/-- The two valence modes on this Fock space, with parity strings. -/
def valenceMode : Fin 2 → Fock :=
  ![par ⊗ₖ (low ⊗ₖ (1 : Matrix (Fin 2) (Fin 2) ℂ)), par ⊗ₖ (par ⊗ₖ low)]
```

The state is the diagonal matrix element at $(1,1,0)$: core filled, valence mode 0 filled, valence mode 1 empty.

```lean
/-- The expectation value with the core and the first valence level filled, the second empty. -/
def oneHole : Fock →ₗ[ℂ] ℂ where
  toFun X := X (1, 1, 0) (1, 1, 0)
  map_add' _ _ := rfl
  map_smul' _ _ := rfl
```

The anticommutators reduce factor by factor to $\{\sigma,\sigma^*\}=1$, $\{\sigma,\pi\}=0$, $\pi^*=\pi$ and $\pi^2=1$. Positivity is $f(x^*x)=\sum_k|x_{k,(1,1,0)}|^2\ge0$, and the core condition holds because $(\sigma\sigma^*)_{11}=0$.

```lean
/-- The explicit matrices and the expectation value `oneHole` satisfy the anticommutation
relations, the state conditions and the filled-core condition. -/
theorem coreValence_witness :
    CoreValenceCAR valenceMode coreMode ∧ IsState oneHole ∧
      oneHole (coreMode * star coreMode) = 0 := by
  have p1 : parᴴ = par := by
    ext i j; fin_cases i <;> fin_cases j <;> simp [par]
  have p2 : par * par = 1 := by
    ext i j; fin_cases i <;> fin_cases j <;> simp [par, Matrix.mul_apply, Fin.sum_univ_two]
  have l0 : lowᴴ = !![0, 0; 1, 0] := by
    ext i j; fin_cases i <;> fin_cases j <;> simp [low]
  have l1 : low * lowᴴ + lowᴴ * low = 1 := by
    rw [l0]
    ext i j; fin_cases i <;> fin_cases j <;> simp [low]
  have l2 : low * par + par * low = 0 := by
    ext i j; fin_cases i <;> fin_cases j <;> simp [low, par]
  refine ⟨⟨?_, ?_, ?_, ?_⟩, ⟨?_, ?_⟩, ?_⟩
  · intro i
    fin_cases i <;>
      simp [valenceMode, star_eq_conjTranspose, conjTranspose_kronecker, ← mul_kronecker_mul,
        ← kronecker_add, ← add_kronecker, p1, p2, l1]
  · simp [coreMode, star_eq_conjTranspose, conjTranspose_kronecker, ← mul_kronecker_mul,
      ← add_kronecker, l1]
  · intro i
    fin_cases i <;>
      simp [valenceMode, coreMode, ← mul_kronecker_mul, ← add_kronecker, l2]
  · intro i
    fin_cases i <;>
      simp [valenceMode, coreMode, star_eq_conjTranspose, conjTranspose_kronecker,
        ← mul_kronecker_mul, ← add_kronecker, p1, l2]
  · exact Matrix.one_apply_eq _
  · intro x
    change 0 ≤ ∑ k, star (x k (1, 1, 0)) * x k (1, 1, 0)
    exact Finset.sum_nonneg fun k _ => star_mul_self_nonneg _
  · have h : (low * lowᴴ) 1 1 = 0 := by simp [low, Matrix.mul_apply, Fin.sum_univ_two]
    rw [coreMode, star_eq_conjTranspose, conjTranspose_kronecker, ← mul_kronecker_mul]
    change (low * lowᴴ) 1 1 * _ = 0
    rw [h, zero_mul]

end

end XrayAbsorptionSumRule
```

```lean
#print axioms XrayAbsorptionSumRule.total_absorption_operator
-- 'XrayAbsorptionSumRule.total_absorption_operator' depends on axioms: [propext, Classical.choice, Quot.sound]
#print axioms XrayAbsorptionSumRule.xray_absorption_sum_rule
-- 'XrayAbsorptionSumRule.xray_absorption_sum_rule' depends on axioms: [propext, Classical.choice, Quot.sound]
#print axioms XrayAbsorptionSumRule.resolved_sum_rule
-- 'XrayAbsorptionSumRule.resolved_sum_rule' depends on axioms: [propext, Classical.choice, Quot.sound]
```
